# With B held in its level, the reduced resolvent of a noninteracting pair is that of A alone

Two molecules, A and B, are so far apart that they don't interact. B sits in an unperturbed level, and a weak static field acts on A. In perturbation theory the composite energy denominator is the total energy of the level minus the energy of the intermediate state. B contributes the same energy to both, so its contribution should cancel and leave the denominator of A alone.

I would like to see this as an operator identity. Let $H_A$ and $H_B$ be the Hamiltonians, $E_A$ and $E_B$ the levels, and $P_A$ and $P_B$ the projectors on them. Let $R_A$ be the reduced resolvent of A, that is, the inverse of $E_A-H_A$ away from the level and zero on it, and let $R$ be the reduced resolvent of the pair at $E_A+E_B$. Then I expect
$$R\,(1\otimes P_B)=R_A\otimes P_B .$$
Can this be proved without a sum over states, and checked by machine? And does it give the additivity of second-order energies that one expects of separated systems?

## Cancelling the energy of B without a sum over states

Yes to both, provided that $P_A\otimes P_B$ is the projector on the whole composite level and, for the second-order energies, that the perturbation acts on each subsystem separately. Write
$$H=H_A\otimes 1+1\otimes H_B,\qquad E=E_A+E_B,\qquad P=P_A\otimes P_B .$$
The reduced resolvent of the pair satisfies
$$R(E-H)=(E-H)R=1-P,\qquad RP=PR=0,$$
and $R_A$ satisfies the same relations with $H_A$, $E_A$ and $P_A$.

Take any operator $X$ on A. Since $H_BP_B=E_BP_B$,
$$\begin{aligned}
(E-H)(X\otimes P_B)
&=(E_A+E_B)\,X\otimes P_B-H_AX\otimes P_B-X\otimes H_BP_B\\
&=(E_A+E_B)\,X\otimes P_B-H_AX\otimes P_B-E_B\,X\otimes P_B\\
&=\big((E_A-H_A)X\big)\otimes P_B .
\end{aligned}$$
This is where the energy of B cancels. For $X=R_A$ the right-hand side becomes
$$(1-P_A)\otimes P_B=1\otimes P_B-P .$$
Because $RP=0$, subtracting $P$ behind $R$ changes nothing, and therefore
$$\begin{aligned}
R(1\otimes P_B)&=R(1\otimes P_B-P)\\
&=R(E-H)(R_A\otimes P_B)\\
&=(1-P)(R_A\otimes P_B)\\
&=R_A\otimes P_B-P_AR_A\otimes P_B^2\\
&=R_A\otimes P_B .
\end{aligned}$$
The last step uses $P_AR_A=0$. Exchanging the roles of the subsystems gives $R(P_A\otimes 1)=P_A\otimes R_B$, where $R_B$ is the reduced resolvent of B.

## From single excitations to additive second-order energies

The identity operator can be sorted by which subsystem has left its level:
$$1=1\otimes P_B+P_A\otimes 1-P_A\otimes P_B+(1-P_A)\otimes(1-P_B).$$
Multiplying by $R$ from the left gives
$$R=R_A\otimes P_B+P_A\otimes R_B+R\big((1-P_A)\otimes(1-P_B)\big).$$
The first two terms describe excitation of one subsystem alone. In the third both are excited, and the denominator contains both excitation energies, so it doesn't reduce to $R_A$ or $R_B$.

Now let the perturbation be $V=V_A\otimes 1+1\otimes V_B$. It can excite only one subsystem at a time out of the level. Using $P_A^2=P_A$ and $P_B^2=P_B$,
$$VP=(1\otimes P_B)(V_AP_A\otimes P_B)+(P_A\otimes 1)(P_A\otimes V_BP_B).$$
With $W_A=R_AV_AP_A$ and $W_B=R_BV_BP_B$, the two projected identities give
$$RVP=W_A\otimes P_B+P_A\otimes W_B .$$
Multiplying by $PV$ from the left produces four terms:
$$\begin{aligned}
PVRVP={}&P_AV_AW_A\otimes P_B+P_AV_AP_A\otimes P_BW_B\\
&+P_AW_A\otimes P_BV_BP_B+P_A\otimes P_BV_BW_B .
\end{aligned}$$
The two middle terms vanish, because $P_AR_A=0$ and $P_BR_B=0$ imply $P_AW_A=0$ and $P_BW_B=0$. What remains is
$$PVRVP=(P_AV_AR_AV_AP_A)\otimes P_B+P_A\otimes(P_BV_BR_BV_BP_B).$$
For nondegenerate levels each effective Hamiltonian is an energy times its projector, and the second-order energies add. In electronic-structure terms this is size consistency at second order, for two finite-dimensional, noninteracting subsystems with no antisymmetrisation between them.

## Matrices, levels and the condition on the composite projector

In the Lean file an operator is a complex square matrix. The finite types `m` and `n` label the basis states of A and B, and `m × n` labels the product basis. The symbol `⊗ₖ` is the Kronecker product, and `kronSum HA HB` is the Hamiltonian $H$ of the pair. The same function builds the perturbation from `VA` and `VB`.

The statement `IsReducedResolvent H E P R` collects six conditions:

- `idem` says that $P^2=P$.
- `eig` says that $HP=EP$, so the range of $P$ consists of states with energy $E$.
- `left_inv` and `right_inv` say that $R(E-H)$ and $(E-H)R$ both equal $1-P$.
- `res_proj` and `proj_res` say that $RP=0$ and $PR=0$.

The sign convention is that of $1/(E-H)$, so for a Hermitian problem the second-order shift of a ground state comes out non-positive. Hermiticity itself isn't required, and $P$ may be an oblique projector. The level may be degenerate.

The central theorem, `reducedResolvent_mul_projB`, reads as follows. Suppose that `RA` is the reduced resolvent of `HA` at `EA` with projector `PA`, that `HB * PB = EB • PB`, and that `R` is the reduced resolvent of the Kronecker sum at `EA + EB` with projector `PA ⊗ₖ PB`. Then `R * (1 ⊗ₖ PB)` equals `RA ⊗ₖ PB`. No reduced resolvent of B enters.

The existence of `R` is assumed, and this hypothesis has physical content: products of states from the two chosen levels must span the composite level. Suppose that A could gain exactly the energy that B loses in a transition to a lower state. The resulting product state $v$ would satisfy $(E-H)v=0$ and $Pv=0$, in contradiction to $R(E-H)=1-P$. Degeneracies of this kind are therefore excluded, whether accidental or due to symmetry, as for two identical molecules with A in its ground state and B excited.

The later theorems assume reduced resolvents for both subsystems and for the pair. `reducedResolvent_split` is the decomposition by excited subsystem, `firstOrder_wave_additive` concerns $RVP$, and `secondOrder_additive` concerns $PVRVP$, which the file calls `secondOrder P R V`. A coupling between A and B, in either the Hamiltonian or the perturbation, is not covered.

```lean
import Mathlib

open Matrix
open scoped Kronecker

namespace ReducedResolventSubsystems

noncomputable section

variable {m n : Type*} [Fintype m] [DecidableEq m] [Fintype n] [DecidableEq n]

/-- `R` is the reduced resolvent of `H` at the level `E` with eigenprojector `P`: it inverts
`E - H` on the complement of the level and vanishes on the level itself. -/
structure IsReducedResolvent (H : Matrix n n ℂ) (E : ℂ) (P R : Matrix n n ℂ) : Prop where
  idem : P * P = P
  eig : H * P = E • P
  left_inv : R * (E • (1 : Matrix n n ℂ) - H) = 1 - P
  right_inv : (E • (1 : Matrix n n ℂ) - H) * R = 1 - P
  res_proj : R * P = 0
  proj_res : P * R = 0

/-- The Kronecker sum `X_A ⊗ 1 + 1 ⊗ X_B` of two subsystem operators. -/
def kronSum (XA : Matrix m m ℂ) (XB : Matrix n n ℂ) : Matrix (m × n) (m × n) ℂ :=
  XA ⊗ₖ (1 : Matrix n n ℂ) + (1 : Matrix m m ℂ) ⊗ₖ XB

/-- The second-order effective Hamiltonian `P V R V P` on the level with projector `P`. -/
def secondOrder (P R V : Matrix n n ℂ) : Matrix n n ℂ :=
  P * V * (R * (V * P))

/-- With B in its level `E_B`, the shifted total Hamiltonian acts as `E_A - H_A` on A. -/
theorem shifted_mul_right {HA : Matrix m m ℂ} {HB PB : Matrix n n ℂ} {EA EB : ℂ}
    (hB : HB * PB = EB • PB) (X : Matrix m m ℂ) :
    ((EA + EB) • (1 : Matrix (m × n) (m × n) ℂ) - kronSum HA HB) * (X ⊗ₖ PB)
      = ((EA • (1 : Matrix m m ℂ) - HA) * X) ⊗ₖ PB := by
  simp only [kronSum, sub_mul, add_mul, ← Matrix.mul_kronecker_mul, Matrix.smul_mul,
    Matrix.one_mul, hB]
  ext ⟨i, j⟩ ⟨k, l⟩
  simp only [Matrix.sub_apply, Matrix.add_apply, Matrix.smul_apply,
    Matrix.kroneckerMap_apply, smul_eq_mul]
  ring

/-- With A in its level `E_A`, the shifted total Hamiltonian acts as `E_B - H_B` on B. -/
theorem shifted_mul_left {HA PA : Matrix m m ℂ} {HB : Matrix n n ℂ} {EA EB : ℂ}
    (hA : HA * PA = EA • PA) (Y : Matrix n n ℂ) :
    ((EA + EB) • (1 : Matrix (m × n) (m × n) ℂ) - kronSum HA HB) * (PA ⊗ₖ Y)
      = PA ⊗ₖ ((EB • (1 : Matrix n n ℂ) - HB) * Y) := by
  simp only [kronSum, sub_mul, add_mul, ← Matrix.mul_kronecker_mul, Matrix.smul_mul,
    Matrix.one_mul, hA]
  ext ⟨i, j⟩ ⟨k, l⟩
  simp only [Matrix.sub_apply, Matrix.add_apply, Matrix.smul_apply,
    Matrix.kroneckerMap_apply, smul_eq_mul]
  ring

/-- With B projected on its level, the reduced resolvent of the noninteracting pair is the
reduced resolvent of A alone: `R (1 ⊗ P_B) = R_A ⊗ P_B`. -/
theorem reducedResolvent_mul_projB {HA PA RA : Matrix m m ℂ} {HB PB : Matrix n n ℂ}
    {EA EB : ℂ} {R : Matrix (m × n) (m × n) ℂ}
    (hA : IsReducedResolvent HA EA PA RA) (hB : HB * PB = EB • PB)
    (hR : IsReducedResolvent (kronSum HA HB) (EA + EB) (PA ⊗ₖ PB) R) :
    R * ((1 : Matrix m m ℂ) ⊗ₖ PB) = RA ⊗ₖ PB := by
  have h1 := shifted_mul_right (HA := HA) (EA := EA) hB RA
  rw [hA.right_inv] at h1
  have h2 : (1 - PA) ⊗ₖ PB = (1 : Matrix m m ℂ) ⊗ₖ PB - PA ⊗ₖ PB := by
    ext ⟨i, j⟩ ⟨k, l⟩
    simp only [Matrix.sub_apply, Matrix.kroneckerMap_apply]
    ring
  have h3 : (PA ⊗ₖ PB) * (RA ⊗ₖ PB) = 0 := by
    rw [← Matrix.mul_kronecker_mul, hA.proj_res, Matrix.zero_kronecker]
  -- remove the level itself, then cancel the shifted Hamiltonian against `R`
  calc R * ((1 : Matrix m m ℂ) ⊗ₖ PB)
      = R * ((1 : Matrix m m ℂ) ⊗ₖ PB - PA ⊗ₖ PB) := by
        rw [mul_sub, hR.res_proj, sub_zero]
    _ = R * (((EA + EB) • (1 : Matrix (m × n) (m × n) ℂ) - kronSum HA HB)
          * (RA ⊗ₖ PB)) := by rw [h1, h2]
    _ = (1 - PA ⊗ₖ PB) * (RA ⊗ₖ PB) := by rw [← mul_assoc, hR.left_inv]
    _ = RA ⊗ₖ PB := by rw [sub_mul, one_mul, h3, sub_zero]

/-- With A projected on its level, the reduced resolvent of the noninteracting pair is the
reduced resolvent of B alone: `R (P_A ⊗ 1) = P_A ⊗ R_B`. -/
theorem reducedResolvent_mul_projA {HA PA : Matrix m m ℂ} {HB PB RB : Matrix n n ℂ}
    {EA EB : ℂ} {R : Matrix (m × n) (m × n) ℂ}
    (hA : HA * PA = EA • PA) (hB : IsReducedResolvent HB EB PB RB)
    (hR : IsReducedResolvent (kronSum HA HB) (EA + EB) (PA ⊗ₖ PB) R) :
    R * (PA ⊗ₖ (1 : Matrix n n ℂ)) = PA ⊗ₖ RB := by
  have h1 := shifted_mul_left (HB := HB) (EB := EB) hA RB
  rw [hB.right_inv] at h1
  have h2 : PA ⊗ₖ (1 - PB) = PA ⊗ₖ (1 : Matrix n n ℂ) - PA ⊗ₖ PB := by
    ext ⟨i, j⟩ ⟨k, l⟩
    simp only [Matrix.sub_apply, Matrix.kroneckerMap_apply]
    ring
  have h3 : (PA ⊗ₖ PB) * (PA ⊗ₖ RB) = 0 := by
    rw [← Matrix.mul_kronecker_mul, hB.proj_res, Matrix.kronecker_zero]
  calc R * (PA ⊗ₖ (1 : Matrix n n ℂ))
      = R * (PA ⊗ₖ (1 : Matrix n n ℂ) - PA ⊗ₖ PB) := by
        rw [mul_sub, hR.res_proj, sub_zero]
    _ = R * (((EA + EB) • (1 : Matrix (m × n) (m × n) ℂ) - kronSum HA HB)
          * (PA ⊗ₖ RB)) := by rw [h1, h2]
    _ = (1 - PA ⊗ₖ PB) * (PA ⊗ₖ RB) := by rw [← mul_assoc, hR.left_inv]
    _ = PA ⊗ₖ RB := by rw [sub_mul, one_mul, h3, sub_zero]

section Pair

variable {HA PA RA : Matrix m m ℂ} {HB PB RB : Matrix n n ℂ} {EA EB : ℂ}
  {R : Matrix (m × n) (m × n) ℂ}

/-- The reduced resolvent of the pair is a part with only A excited, a part with only B
excited, and a part acting where both subsystems have left their levels. -/
theorem reducedResolvent_split (hA : IsReducedResolvent HA EA PA RA)
    (hB : IsReducedResolvent HB EB PB RB)
    (hR : IsReducedResolvent (kronSum HA HB) (EA + EB) (PA ⊗ₖ PB) R) :
    R = RA ⊗ₖ PB + PA ⊗ₖ RB + R * ((1 - PA) ⊗ₖ (1 - PB)) := by
  have e : (1 - PA) ⊗ₖ (1 - PB) = (1 : Matrix m m ℂ) ⊗ₖ (1 : Matrix n n ℂ)
      - (1 : Matrix m m ℂ) ⊗ₖ PB - PA ⊗ₖ (1 : Matrix n n ℂ) + PA ⊗ₖ PB := by
    ext ⟨i, j⟩ ⟨k, l⟩
    simp only [Matrix.sub_apply, Matrix.add_apply, Matrix.kroneckerMap_apply]
    ring
  rw [Matrix.one_kronecker_one] at e
  rw [e, mul_add, mul_sub, mul_sub, mul_one, reducedResolvent_mul_projB hA hB.eig hR,
    reducedResolvent_mul_projA hA.eig hB hR, hR.res_proj]
  abel

/-- For a perturbation acting on each subsystem separately, the first-order wave operator
`R V P` of the pair is a sum of subsystem wave operators. -/
theorem firstOrder_wave_additive (hA : IsReducedResolvent HA EA PA RA)
    (hB : IsReducedResolvent HB EB PB RB)
    (hR : IsReducedResolvent (kronSum HA HB) (EA + EB) (PA ⊗ₖ PB) R)
    (VA : Matrix m m ℂ) (VB : Matrix n n ℂ) :
    R * (kronSum VA VB * (PA ⊗ₖ PB))
      = (RA * (VA * PA)) ⊗ₖ PB + PA ⊗ₖ (RB * (VB * PB)) := by
  -- each term of the perturbation leaves the other subsystem in its level
  have e : kronSum VA VB * (PA ⊗ₖ PB)
      = ((1 : Matrix m m ℂ) ⊗ₖ PB) * ((VA * PA) ⊗ₖ PB)
        + (PA ⊗ₖ (1 : Matrix n n ℂ)) * (PA ⊗ₖ (VB * PB)) := by
    simp only [kronSum, add_mul, ← Matrix.mul_kronecker_mul, Matrix.one_mul,
      hA.idem, hB.idem]
  rw [e, mul_add, ← mul_assoc, ← mul_assoc, reducedResolvent_mul_projB hA hB.eig hR,
    reducedResolvent_mul_projA hA.eig hB hR, ← Matrix.mul_kronecker_mul,
    ← Matrix.mul_kronecker_mul, hA.idem, hB.idem]

/-- For a perturbation acting on each subsystem separately, the second-order effective
Hamiltonian of the noninteracting pair is the sum of those of the subsystems. -/
theorem secondOrder_additive (hA : IsReducedResolvent HA EA PA RA)
    (hB : IsReducedResolvent HB EB PB RB)
    (hR : IsReducedResolvent (kronSum HA HB) (EA + EB) (PA ⊗ₖ PB) R)
    (VA : Matrix m m ℂ) (VB : Matrix n n ℂ) :
    secondOrder (PA ⊗ₖ PB) R (kronSum VA VB)
      = secondOrder PA RA VA ⊗ₖ PB + PA ⊗ₖ secondOrder PB RB VB := by
  -- the cross terms vanish because `P R = 0` in each subsystem
  have hX : PA * (RA * (VA * PA)) = 0 := by
    rw [← mul_assoc, hA.proj_res, zero_mul]
  have hY : PB * (RB * (VB * PB)) = 0 := by
    rw [← mul_assoc, hB.proj_res, zero_mul]
  unfold secondOrder
  rw [firstOrder_wave_additive hA hB hR VA VB]
  simp only [kronSum, mul_add, add_mul, ← Matrix.mul_kronecker_mul, Matrix.mul_one, hX, hY,
    hA.idem, hB.idem, Matrix.zero_kronecker, Matrix.kronecker_zero, add_zero, zero_add]

end Pair

/-- The projector on the lower state of a two-level system. -/
def lower : Matrix (Fin 2) (Fin 2) ℂ := !![1, 0; 0, 0]

/-- The projector on the upper state of a two-level system. -/
def upper : Matrix (Fin 2) (Fin 2) ℂ := !![0, 0; 0, 1]

/-- Explicit reduced resolvents at energy zero for a two-level system with energies 0 and 1,
and for a noninteracting pair of such systems. -/
theorem isReducedResolvent_witness :
    IsReducedResolvent upper 0 lower (-upper) ∧
    IsReducedResolvent (kronSum upper upper) (0 + 0) (lower ⊗ₖ lower)
      (-(lower ⊗ₖ upper) - (upper ⊗ₖ lower) - (1 / 2 : ℂ) • (upper ⊗ₖ upper)) := by
  constructor
  · constructor <;> ext i j <;> fin_cases i <;> fin_cases j <;>
      simp [lower, upper, Matrix.mul_apply, Fin.sum_univ_succ]
  · constructor <;> ext ⟨i, j⟩ ⟨k, l⟩ <;> fin_cases i <;> fin_cases j <;>
      fin_cases k <;> fin_cases l <;>
      simp [kronSum, lower, upper, Matrix.mul_apply, Fintype.sum_prod_type,
        Fin.sum_univ_succ, Matrix.one_apply] <;> norm_num

end

end ReducedResolventSubsystems
```

```lean
#print axioms ReducedResolventSubsystems.reducedResolvent_mul_projA
#print axioms ReducedResolventSubsystems.reducedResolvent_split
#print axioms ReducedResolventSubsystems.secondOrder_additive
```

```
'ReducedResolventSubsystems.reducedResolvent_mul_projA' depends on axioms: [propext, Classical.choice, Quot.sound]
'ReducedResolventSubsystems.reducedResolvent_split' depends on axioms: [propext, Classical.choice, Quot.sound]
'ReducedResolventSubsystems.secondOrder_additive' depends on axioms: [propext, Classical.choice, Quot.sound]
```

## How the Lean proof follows the algebra

`shifted_mul_right` is the cancellation of $E_B$ for a general operator $X$. Its `simp only` call distributes the products, combines them through $(A\otimes B)(C\otimes D)=AC\otimes BD$, and inserts the eigenvalue equation of B. The two sides are then compared entry by entry, where `ring` finishes the scalar algebra. `shifted_mul_left` does the same with A held in its level.

In `reducedResolvent_mul_projB`, the intermediate result `h1` is this cancellation for $X=R_A$, with $(E_A-H_A)R_A$ replaced by $1-P_A$. The next one, `h2`, expands $(1-P_A)\otimes P_B$, and `h3` is the product $(P_A\otimes P_B)(R_A\otimes P_B)=0$. The `calc` block then follows the derivation line by line:

1. `hR.res_proj` allows $P$ to be subtracted behind $R$.
2. `h1` and `h2` rewrite the difference as $(E-H)(R_A\otimes P_B)$.
3. `hR.left_inv` replaces $R(E-H)$ by $1-P$.
4. `h3` removes the remaining projector term.

`reducedResolvent_mul_projA` repeats the argument with the subsystems exchanged.

For `reducedResolvent_split`, the equation `e` expands $(1-P_A)\otimes(1-P_B)$ into four terms. After multiplication by $R$, the two projected identities and $RP=0$ evaluate three of them, and `abel` collects the sum.

In `firstOrder_wave_additive`, the equation `e` is the factorisation of $VP$ that places $1\otimes P_B$ or $P_A\otimes 1$ directly behind $R$. Reassociating the products lets the projected identities act, and idempotence then removes the repeated projectors. `secondOrder_additive` starts from that result. Its auxiliary equations `hX` and `hY` are $P_AW_A=0$ and $P_BW_B=0$, which eliminate the two cross terms when `simp only` expands the product.

The last theorem, `isReducedResolvent_witness`, gives a concrete pair that meets all the assumptions. Each subsystem has energies 0 and 1. The matrices `lower` and `upper` project on its two states, and `upper` also serves as its Hamiltonian. At energy zero the reduced resolvent of one subsystem is `-upper`. For the pair, the coefficient is $-1$ when one subsystem is excited and $-\tfrac12$ when both are, as expected from excitation energies 1 and 2. The proof splits each claim into its six conditions and evaluates every matrix entry.
